# Schwarz screening of exchange with a positive semidefinite grid kernel: an error of at most τ per dropped term

An exchange code saves time by skipping integrals that it expects to be small. If the estimate behind that decision can fall below the true value, a large term may be discarded unnoticed, and the exchange matrix is wrong by an unknown amount. For real basis functions on a finite grid and a symmetric positive semidefinite interaction, the Schwarz estimate rules this out: each skipped term is smaller in magnitude than the threshold $\tau$. The same inequality underlies Schwarz screening in Hartree–Fock and hybrid-functional calculations. Here it is applied term by term to grid sums, not to shell blocks of analytic Gaussian integrals.

## Integrals on a grid

In Lean 4 with Mathlib:

```lean
import Mathlib

noncomputable section

namespace ExchangeScreening

variable {G ι : Type*} [Fintype G] [Fintype ι]
```

`G` is the set of grid points and `ι` the set of basis labels, both finite.

```lean
/-- Interaction of two real densities on a finite grid through the kernel `w`. -/
def pairing (w : G → G → ℝ) (f g : G → ℝ) : ℝ :=
  ∑ x, ∑ y, f x * w x y * g y
```

This is the interaction of two densities, $\langle f,g\rangle=\sum_{x,y} f(x)\,w(x,y)\,g(y)$. Any quadrature weights are absorbed into $w$.

```lean
/-- A symmetric kernel for which every density has nonnegative self-interaction. -/
structure PSDKernel (w : G → G → ℝ) : Prop where
  symm : ∀ x y, w x y = w y x
  nonneg : ∀ f : G → ℝ, 0 ≤ pairing w f f
```

`PSDKernel w` is a proposition with two parts: $w(x,y)=w(y,x)$, and $\langle f,f\rangle\ge 0$ for every real $f$. The second part stands for the fact that the electrostatic self-energy of a charge distribution is never negative. For a given discretised kernel it is assumed, not derived.

```lean
/-- The two-electron integral `I(ab,cd)` of the basis functions `φ` on the grid. -/
def eri (w : G → G → ℝ) (φ : ι → G → ℝ) (a b c d : ι) : ℝ :=
  pairing w (fun x => φ a x * φ b x) (fun y => φ c y * φ d y)
```

With real functions $\varphi_a$, this is $I(ab,cd)=\langle \varphi_a\varphi_b,\ \varphi_c\varphi_d\rangle$. The first two labels belong to one electron, the last two to the other.

```lean
/-- The Schwarz factor `Q_ab`, the square root of `I(ab,ab)`. -/
def schwarzQ (w : G → G → ℝ) (φ : ι → G → ℝ) (a b : ι) : ℝ :=
  √(eri w φ a b a b)
```

The Schwarz factor is $Q_{ab}=\sqrt{I(ab,ab)}$.

## Exchange and its screened version

```lean
/-- The exchange matrix element `K_mn`, the sum of `P_ls I(ml,ns)` over `l` and `s`. -/
def exchange (w : G → G → ℝ) (φ : ι → G → ℝ) (P : ι → ι → ℝ) (m n : ι) : ℝ :=
  ∑ l, ∑ s, P l s * eri w φ m l n s
```

Here $K_{mn}=\sum_{l,s}P_{ls}\,I(ml,ns)$, where $P$ may be any real matrix.

```lean
/-- The estimate `|P_ls| Q_ml Q_ns` for the term `p = (l, s)` of `K_mn`. -/
def estimate (w : G → G → ℝ) (φ : ι → G → ℝ) (P : ι → ι → ℝ) (m n : ι) (p : ι × ι) : ℝ :=
  |P p.1 p.2| * (schwarzQ w φ m p.1 * schwarzQ w φ n p.2)
```

A term is labelled by a pair `p`, with `p.1` $=l$ and `p.2` $=s$. Its estimate is $E_{ls}=|P_{ls}|\,Q_{ml}Q_{ns}$.

```lean
/-- The terms of `K_mn` whose estimate lies below the threshold `τ`. -/
def dropped (w : G → G → ℝ) (φ : ι → G → ℝ) (P : ι → ι → ℝ) (τ : ℝ) (m n : ι) :
    Finset (ι × ι) :=
  Finset.univ.filter (fun p => estimate w φ P m n p < τ)
```

The dropped set $D_{mn}$ contains the pairs with $E_{ls}<\tau$. A `Finset` is a finite set, and `.card` gives its number of elements.

```lean
/-- The terms of `K_mn` whose estimate reaches the threshold `τ`. -/
def kept (w : G → G → ℝ) (φ : ι → G → ℝ) (P : ι → ι → ℝ) (τ : ℝ) (m n : ι) :
    Finset (ι × ι) :=
  Finset.univ.filter (fun p => τ ≤ estimate w φ P m n p)
```

The kept set contains the remaining pairs, those with $E_{ls}\ge\tau$.

```lean
/-- The screened exchange matrix element, summed over the kept terms only. -/
def screened (w : G → G → ℝ) (φ : ι → G → ℝ) (P : ι → ι → ℝ) (τ : ℝ) (m n : ι) : ℝ :=
  ∑ p ∈ kept w φ P τ m n, P p.1 p.2 * eri w φ m p.1 n p.2
```

The screened element $\tilde K_{mn}$ is the same sum as $K_{mn}$, restricted to kept pairs.

```lean
/-- The closed-shell exchange energy: minus one quarter of the sum of `P_mn K_mn`. -/
def exchangeEnergy (P K : ι → ι → ℝ) : ℝ :=
  -(1 / 4) * ∑ m, ∑ n, P m n * K m n
```

The energy is $E_x[K]=-\tfrac14\sum_{m,n}P_{mn}K_{mn}$. The factor $\tfrac14$ fixes the closed-shell convention in which $P$ counts both spins.

## The Schwarz bound

```lean
/-- The squared interaction of two densities is at most the product of their
self-interactions. -/
theorem pairing_sq_le {w : G → G → ℝ} (h : PSDKernel w) (f g : G → ℝ) :
    pairing w f g ^ 2 ≤ pairing w f f * pairing w g g := by
  have hc : pairing w g f = pairing w f g := by
    unfold pairing
    rw [Finset.sum_comm]
    refine Finset.sum_congr rfl fun y _ => Finset.sum_congr rfl fun x _ => ?_
    rw [h.symm x y]
    ring
  -- the self-interaction of f + t g is a quadratic polynomial in t
  have hq : ∀ t : ℝ, 0 ≤ pairing w g g * (t * t) + (2 * pairing w f g) * t
      + pairing w f f := by
    intro t
    have e : pairing w (fun x => f x + t * g x) (fun x => f x + t * g x)
        = pairing w f f + t * pairing w f g + t * pairing w g f
          + t * t * pairing w g g := by
      simp only [pairing, Finset.mul_sum, ← Finset.sum_add_distrib]
      refine Finset.sum_congr rfl fun x _ => Finset.sum_congr rfl fun y _ => ?_
      ring
    have h0 := h.nonneg (fun x => f x + t * g x)
    rw [e, hc] at h0
    linarith
  -- being nonnegative, it has no positive discriminant
  have hd := discrim_le_zero hq
  unfold discrim at hd
  linarith
```

The theorem says $\langle f,g\rangle^2\le\langle f,f\rangle\langle g,g\rangle$. By hand, for every real $t$,

$$0\le\langle f+tg,\,f+tg\rangle=\langle f,f\rangle+2t\langle f,g\rangle+t^2\langle g,g\rangle .$$

A quadratic that is never negative has no positive discriminant, so $4\langle f,g\rangle^2-4\langle f,f\rangle\langle g,g\rangle\le0$. If $\langle g,g\rangle=0$, the expression is linear in $t$ and its slope must vanish, which gives the same inequality.

In the proof, `hc` is the symmetry $\langle g,f\rangle=\langle f,g\rangle$, `e` is the expansion, and `hq` is its nonnegativity. `discrim_le_zero` supplies the discriminant step, and `linarith` finishes the arithmetic.

```lean
omit [Fintype ι] in
/-- Schwarz bound for two-electron integrals: `|I(ab,cd)| ≤ Q_ab Q_cd`. -/
theorem abs_eri_le {w : G → G → ℝ} (h : PSDKernel w) (φ : ι → G → ℝ) (a b c d : ι) :
    |eri w φ a b c d| ≤ schwarzQ w φ a b * schwarzQ w φ c d := by
  unfold schwarzQ eri
  rw [← Real.sqrt_mul (h.nonneg _)]
  exact Real.abs_le_sqrt (pairing_sq_le h _ _)
```

Put $f=\varphi_a\varphi_b$ and $g=\varphi_c\varphi_d$ and take square roots: $|I(ab,cd)|\le Q_{ab}Q_{cd}$. The proof merges the two roots into one and applies the previous theorem.

## What screening does to $K$ and to the energy

```lean
/-- The screening error of `K_mn` is the sum of the dropped terms. -/
theorem exchange_sub_screened (w : G → G → ℝ) (φ : ι → G → ℝ) (P : ι → ι → ℝ)
    (τ : ℝ) (m n : ι) :
    exchange w φ P m n - screened w φ P τ m n
      = ∑ p ∈ dropped w φ P τ m n, P p.1 p.2 * eri w φ m p.1 n p.2 := by
  have e : exchange w φ P m n = ∑ p : ι × ι, P p.1 p.2 * eri w φ m p.1 n p.2 := by
    simp only [exchange, Fintype.sum_prod_type]
  rw [e]
  unfold screened kept dropped
  rw [Finset.sum_filter, Finset.sum_filter, ← Finset.sum_sub_distrib]
  refine Finset.sum_congr rfl fun p _ => ?_
  by_cases hp : estimate w φ P m n p < τ
  · simp [hp, not_le.mpr hp]
  · simp [hp, not_lt.mp hp]
```

Every pair is either kept or dropped, so

$$K_{mn}-\tilde K_{mn}=\sum_{(l,s)\in D_{mn}}P_{ls}\,I(ml,ns).$$

The proof compares the sums pair by pair, with `by_cases` separating the two possibilities.

```lean
/-- Screening with threshold `τ` changes `K_mn` by at most `τ` times the number of
dropped terms. -/
theorem abs_exchange_sub_screened_le {w : G → G → ℝ} (h : PSDKernel w)
    (φ : ι → G → ℝ) (P : ι → ι → ℝ) (τ : ℝ) (m n : ι) :
    |exchange w φ P m n - screened w φ P τ m n|
      ≤ τ * ((dropped w φ P τ m n).card : ℝ) := by
  rw [exchange_sub_screened]
  calc |∑ p ∈ dropped w φ P τ m n, P p.1 p.2 * eri w φ m p.1 n p.2|
      ≤ ∑ p ∈ dropped w φ P τ m n, |P p.1 p.2 * eri w φ m p.1 n p.2| :=
        Finset.abs_sum_le_sum_abs _ _
    _ ≤ ∑ _p ∈ dropped w φ P τ m n, τ := by
        refine Finset.sum_le_sum fun p hp => ?_
        -- Schwarz bound first, then the screening criterion
        have h1 : estimate w φ P m n p < τ := (Finset.mem_filter.mp hp).2
        refine le_trans ?_ h1.le
        rw [abs_mul]
        exact mul_le_mul_of_nonneg_left (abs_eri_le h φ _ _ _ _) (abs_nonneg _)
    _ = τ * ((dropped w φ P τ m n).card : ℝ) := by
        rw [Finset.sum_const, nsmul_eq_mul, mul_comm]
```

This is the main bound. The triangle inequality, the Schwarz bound and the dropping criterion give, in that order,

$$|K_{mn}-\tilde K_{mn}|\le\sum_{D_{mn}}|P_{ls}|\,|I(ml,ns)|\le\sum_{D_{mn}}E_{ls}\le\tau\,|D_{mn}| .$$

The `calc` block follows this chain, with the middle steps inside `Finset.sum_le_sum`. No sign of $\tau$ is assumed: for $\tau\le0$ nothing is dropped.

The assumption that the kernel is positive semidefinite cannot be dropped, and nonnegative entries of $w$ are no substitute for it. Take two grid points with $w(1,1)=w(2,2)=0$ and $w(1,2)=w(2,1)=1$, and let $\varphi_a$ be one at point $a$ and zero at the other. Then $Q_{11}=Q_{22}=0$ although $I(11,22)=1$. With $P_{12}=1$ and $\tau=0.1$, all four terms of $K_{12}$ are dropped and the error is $1$, not at most $0.4$. Deleting the singular diagonal of a Coulomb kernel can produce this kind of failure.

```lean
/-- The exchange energy changes under screening by at most one quarter of the sum over
`m` and `n` of `|P_mn|` times `τ` times the number of terms dropped from `K_mn`. -/
theorem abs_exchangeEnergy_sub_le {w : G → G → ℝ} (h : PSDKernel w)
    (φ : ι → G → ℝ) (P : ι → ι → ℝ) (τ : ℝ) :
    |exchangeEnergy P (exchange w φ P) - exchangeEnergy P (screened w φ P τ)|
      ≤ 1 / 4 * ∑ m, ∑ n, |P m n| * (τ * ((dropped w φ P τ m n).card : ℝ)) := by
  have e : exchangeEnergy P (exchange w φ P) - exchangeEnergy P (screened w φ P τ)
      = -(1 / 4) * ∑ m, ∑ n, P m n * (exchange w φ P m n - screened w φ P τ m n) := by
    simp only [exchangeEnergy, mul_sub, Finset.sum_sub_distrib]
  have h4 : |(-(1 / 4) : ℝ)| = 1 / 4 := by
    rw [abs_neg, abs_of_pos (by norm_num)]
  rw [e, abs_mul, h4]
  refine mul_le_mul_of_nonneg_left ?_ (by norm_num)
  refine (Finset.abs_sum_le_sum_abs _ _).trans (Finset.sum_le_sum fun m _ => ?_)
  refine (Finset.abs_sum_le_sum_abs _ _).trans (Finset.sum_le_sum fun n _ => ?_)
  rw [abs_mul]
  exact mul_le_mul_of_nonneg_left (abs_exchange_sub_screened_le h φ P τ m n) (abs_nonneg _)
```

Since $E_x$ is linear in $K$ at fixed $P$, the triangle inequality and the main bound give

$$|E_x[K]-E_x[\tilde K]|\le\tfrac14\sum_{m,n}|P_{mn}|\,\tau\,|D_{mn}| .$$

The change of $P$ in a self-consistent calculation is not included.

```lean
/-- The number of terms kept in `K_mn`, times `τ`, is at most the sum of all estimates. -/
theorem kept_card_le (w : G → G → ℝ) (φ : ι → G → ℝ) (P : ι → ι → ℝ) (τ : ℝ) (m n : ι) :
    τ * ((kept w φ P τ m n).card : ℝ) ≤ ∑ p, estimate w φ P m n p := by
  calc τ * ((kept w φ P τ m n).card : ℝ) = ∑ _p ∈ kept w φ P τ m n, τ := by
        rw [Finset.sum_const, nsmul_eq_mul, mul_comm]
    _ ≤ ∑ p ∈ kept w φ P τ m n, estimate w φ P m n p :=
        Finset.sum_le_sum fun p hp => (Finset.mem_filter.mp hp).2
    _ ≤ ∑ p, estimate w φ P m n p := by
        refine Finset.sum_le_sum_of_subset_of_nonneg (Finset.subset_univ _) fun p _ _ => ?_
        exact mul_nonneg (abs_nonneg _) (mul_nonneg (Real.sqrt_nonneg _) (Real.sqrt_nonneg _))
```

Each kept estimate is at least $\tau$, and all estimates are nonnegative. Hence $\tau$ times the number of kept terms is at most $\sum_{l,s}E_{ls}$. For $\tau>0$ this limits how many integrals remain in $K_{mn}$.

## A case that approaches the bound

```lean
/-- On a one-point grid with unit kernel, `N` unit functions and every entry of `P` equal to `p`,
where `0 ≤ p < τ`, all terms are dropped and the error is `p` times their number. -/
theorem screening_bound_sharp (N : ℕ) (p τ : ℝ) (hp : 0 ≤ p) (hτ : p < τ) (m n : Fin N) :
    let w : Unit → Unit → ℝ := fun _ _ => 1
    let φ : Fin N → Unit → ℝ := fun _ _ => 1
    let P : Fin N → Fin N → ℝ := fun _ _ => p
    PSDKernel w ∧ dropped w φ P τ m n = Finset.univ ∧
      exchange w φ P m n - screened w φ P τ m n
        = p * ((dropped w φ P τ m n).card : ℝ) := by
  intro w φ P
  refine ⟨⟨fun _ _ => rfl, fun f => ?_⟩, ?_, ?_⟩
  · have e : pairing w f f = f () * f () := by simp [pairing, w]
    rw [e]
    exact mul_self_nonneg _
  · -- every Schwarz factor is one, so every estimate equals p
    ext q
    simp [dropped, estimate, schwarzQ, eri, pairing, w, φ, P, abs_of_nonneg hp, hτ]
  · rw [exchange_sub_screened, Finset.sum_eq_card_nsmul (b := p), nsmul_eq_mul, mul_comm]
    intro q _
    simp [eri, pairing, w, φ, P]

end ExchangeScreening
```

On a one-point grid (`Unit`), set $w=1$, all $N$ functions equal to $1$, and every $P_{ls}=p$ with $0\le p<\tau$. Every integral and Schwarz factor is $1$, so every estimate is $p$ and all $N^2$ terms are dropped. The error is exactly $pN^2$. As $p$ can be taken arbitrarily close to $\tau$, no smaller constant can replace $\tau$ in the main bound. The example tests the inequality and does not model a molecule: for $N>1$ the functions coincide and so are not linearly independent, and $P$ is not in general a closed-shell density matrix.

```lean
#print axioms ExchangeScreening.abs_exchange_sub_screened_le
#print axioms ExchangeScreening.abs_exchangeEnergy_sub_le
#print axioms ExchangeScreening.kept_card_le
#print axioms ExchangeScreening.screening_bound_sharp
```

```
'ExchangeScreening.abs_exchange_sub_screened_le' depends on axioms: [propext, Classical.choice, Quot.sound]
'ExchangeScreening.abs_exchangeEnergy_sub_le' depends on axioms: [propext, Classical.choice, Quot.sound]
'ExchangeScreening.kept_card_le' depends on axioms: [propext, Classical.choice, Quot.sound]
'ExchangeScreening.screening_bound_sharp' depends on axioms: [propext, Classical.choice, Quot.sound]
```
